# A two-exponential Hartree–Fock tail inverts to a potential whose lattice sum diverges

In atomic units, let a radial orbital with eigenvalue $-\mu^2/2$ have the model tail $u(r)=Ae^{-\mu r}+Be^{-\kappa r}$, with $0<\kappa<\mu$ and $B\neq0$: the potential found by inverting its radial Schrödinger equation tends to the negative constant $(\kappa^2-\mu^2)/2$ at large $r$. Summed over infinitely many sites, of which only finitely many lie within any given distance, this potential diverges to minus infinity.

```lean
import Mathlib

open Filter Topology

namespace HartreeFockUnscreening

noncomputable section

/-- The model radial orbital tail `A exp(-μ r) + B exp(-κ r)`. -/
def hfTail (A B μ κ r : ℝ) : ℝ :=
  A * Real.exp (-μ * r) + B * Real.exp (-κ * r)

/-- The potential obtained by inverting the radial Schrödinger equation (atomic units) for the
radial function `u` with eigenvalue `ε` and angular momentum `l`; it is meaningful where `u` is
twice differentiable and `r` and `u r` are nonzero. -/
def invertedPotential (ε : ℝ) (l : ℕ) (u : ℝ → ℝ) (r : ℝ) : ℝ :=
  ε + deriv (deriv u) r / (2 * u r) - (l : ℝ) * (l + 1) / (2 * r ^ 2)

/-- Where `r` and `u r` are nonzero, the inverted potential is the one and only value `v` of the
potential that solves the radial Schrödinger equation, written here multiplied by `2 r²`. -/
theorem radial_equation_iff (ε v : ℝ) (l : ℕ) (u : ℝ → ℝ) {r : ℝ} (hr : r ≠ 0) (hu : u r ≠ 0) :
    -(r ^ 2 * deriv (deriv u) r) + ((l : ℝ) * (l + 1) + 2 * r ^ 2 * v) * u r
      = 2 * r ^ 2 * ε * u r ↔ v = invertedPotential ε l u r := by
  have key : 2 * r ^ 2 * u r * invertedPotential ε l u r
      = 2 * r ^ 2 * ε * u r + r ^ 2 * deriv (deriv u) r - (l : ℝ) * (l + 1) * u r := by
    unfold invertedPotential
    field_simp
  constructor
  · intro h
    have hne : 2 * r ^ 2 * u r ≠ 0 := mul_ne_zero (mul_ne_zero two_ne_zero (pow_ne_zero 2 hr)) hu
    apply mul_left_cancel₀ hne
    linear_combination h - key
  · intro h
    rw [h]
    linear_combination key

/-- The second derivative of the tail multiplies each exponential by its squared decay
constant. -/
theorem deriv_deriv_hfTail (A B μ κ r : ℝ) :
    deriv (deriv (hfTail A B μ κ)) r = hfTail (μ ^ 2 * A) (κ ^ 2 * B) μ κ r := by
  have hexp (c x : ℝ) : HasDerivAt (fun y => Real.exp (c * y)) (Real.exp (c * x) * c) x := by
    simpa only [mul_one] using ((hasDerivAt_id' x).const_mul c).exp
  -- one derivative gives a tail of the same form with new amplitudes
  have hd (a b : ℝ) : deriv (hfTail a b μ κ) = hfTail (-μ * a) (-κ * b) μ κ := by
    funext x
    have h : HasDerivAt (hfTail a b μ κ)
        (a * (Real.exp (-μ * x) * -μ) + b * (Real.exp (-κ * x) * -κ)) x :=
      ((hexp (-μ) x).const_mul a).fun_add ((hexp (-κ) x).const_mul b)
    rw [h.deriv]
    unfold hfTail
    ring
  rw [hd, hd]
  unfold hfTail
  ring

/-- The tail is the exponential `exp(-κ r)` times an amplitude that contains the relative
decay `exp(-(μ - κ) r)`. -/
theorem hfTail_factor (A B μ κ r : ℝ) :
    hfTail A B μ κ r = Real.exp (-κ * r) * (A * Real.exp (-(μ - κ) * r) + B) := by
  have h : Real.exp (-μ * r) = Real.exp (-κ * r) * Real.exp (-(μ - κ) * r) := by
    rw [← Real.exp_add]
    congr 1
    ring
  unfold hfTail
  linear_combination A * h

/-- If `κ < μ` and `B ≠ 0`, the tail has no zeros at large `r`, and its inverted potential at
eigenvalue `-μ²/2` tends to `(κ² - μ²)/2`. -/
theorem invertedPotential_tendsto (A : ℝ) {B μ κ : ℝ} (l : ℕ) (hκμ : κ < μ) (hB : B ≠ 0) :
    (∀ᶠ r in atTop, hfTail A B μ κ r ≠ 0) ∧
    Tendsto (invertedPotential (-μ ^ 2 / 2) l (hfTail A B μ κ)) atTop
      (𝓝 ((κ ^ 2 - μ ^ 2) / 2)) := by
  -- the faster exponential dies out relative to the slower one
  have hq : Tendsto (fun r : ℝ => Real.exp (-(μ - κ) * r)) atTop (𝓝 0) :=
    Real.tendsto_exp_atBot.comp (tendsto_id.const_mul_atTop_of_neg (by linarith))
  have hamp (a b : ℝ) :
      Tendsto (fun r : ℝ => a * Real.exp (-(μ - κ) * r) + b) atTop (𝓝 b) := by
    simpa only [mul_zero, zero_add] using (hq.const_mul a).add_const b
  constructor
  · filter_upwards [(hamp A B).eventually_ne hB] with r hr
    rw [hfTail_factor]
    exact mul_ne_zero (Real.exp_ne_zero _) hr
  · have hcent : Tendsto (fun r : ℝ => (l : ℝ) * (l + 1) / (2 * r ^ 2)) atTop (𝓝 0) :=
      ((tendsto_pow_atTop two_ne_zero).const_mul_atTop two_pos).const_div_atTop _
    have hcancel (e X Y : ℝ) (he : e ≠ 0) : e * X / (2 * (e * Y)) = X / (2 * Y) := by
      rw [show 2 * (e * Y) = e * (2 * Y) by ring, mul_div_mul_left _ _ he]
    have hlim := ((((hamp (μ ^ 2 * A) (κ ^ 2 * B)).div ((hamp A B).const_mul 2)
      (mul_ne_zero two_ne_zero hB)).const_add (-μ ^ 2 / 2)).sub hcent)
    have hval : -μ ^ 2 / 2 + κ ^ 2 * B / (2 * B) - 0 = (κ ^ 2 - μ ^ 2) / 2 := by
      field_simp
      ring
    rw [hval] at hlim
    refine hlim.congr fun r => ?_
    simp only [invertedPotential, deriv_deriv_hfTail, hfTail_factor, Pi.div_apply]
    rw [hcancel _ _ _ (Real.exp_ne_zero _)]

/-- If the terms of an infinite family tend to a negative limit, their finite sums tend to minus
infinity, in whatever order the terms are added. -/
theorem sum_tendsto_atBot {ι : Type*} [Infinite ι] {f : ι → ℝ} {c : ℝ} (hc : c < 0)
    (hf : Tendsto f cofinite (𝓝 c)) :
    Tendsto (fun s : Finset ι => ∑ i ∈ s, f i) atTop atBot := by
  classical
  -- only finitely many terms are greater than or equal to half the limit
  have hfin : {i | ¬ f i < c / 2}.Finite :=
    eventually_cofinite.1 (hf.eventually_lt_const (by linarith))
  set F := hfin.toFinset with hF
  refine tendsto_atBot.2 fun b => ?_
  obtain ⟨N, hN⟩ := exists_nat_ge (((∑ i ∈ F, (f i - c / 2)) - b) / (-(c / 2)))
  obtain ⟨t, ht⟩ := Infinite.exists_subset_card_eq ι N
  filter_upwards [eventually_ge_atTop (F ∪ t)] with s hs
  have hs' : F ∪ t ⊆ s := hs
  have hFs : F ⊆ s := fun i hi => hs' (Finset.mem_union_left t hi)
  have hts : t ⊆ s := fun i hi => hs' (Finset.mem_union_right F hi)
  have hcard : (N : ℝ) ≤ (s.card : ℝ) := by
    rw [← ht]
    exact_mod_cast Finset.card_le_card hts
  have hrest : ∑ i ∈ s \ F, (f i - c / 2) ≤ 0 := Finset.sum_nonpos fun i hi => by
    have hi' : f i < c / 2 := by
      by_contra h
      exact (Finset.mem_sdiff.1 hi).2 (hfin.mem_toFinset.2 h)
    linarith
  have hsplit : ∑ i ∈ s \ F, (f i - c / 2) + ∑ i ∈ F, (f i - c / 2)
      = ∑ i ∈ s, (f i - c / 2) := Finset.sum_sdiff hFs
  have hsum : ∑ i ∈ s, (f i - c / 2) = (∑ i ∈ s, f i) - (s.card : ℝ) * (c / 2) := by
    rw [Finset.sum_sub_distrib, Finset.sum_const, nsmul_eq_mul]
  rw [div_le_iff₀ (by linarith)] at hN
  have hmul := mul_le_mul_of_nonneg_right hcard (show 0 ≤ -(c / 2) by linarith)
  linarith

/-- Let `0 < κ < μ` and `B ≠ 0`, and let infinitely many sites lie at distances `R i`, finitely
many of them within any given distance. Then the inverted potential of the tail at eigenvalue
`-μ²/2`, summed over finite sets of sites, tends to minus infinity as the sets exhaust all sites. -/
theorem site_sum_diverges {ι : Type*} [Infinite ι] (A : ℝ) {B μ κ : ℝ} (l : ℕ) (hκ : 0 < κ)
    (hκμ : κ < μ) (hB : B ≠ 0) {R : ι → ℝ} (hR : Tendsto R cofinite atTop) :
    Tendsto (fun s : Finset ι =>
      ∑ i ∈ s, invertedPotential (-μ ^ 2 / 2) l (hfTail A B μ κ) (R i)) atTop atBot :=
  sum_tendsto_atBot (by nlinarith) ((invertedPotential_tendsto A l hκμ hB).2.comp hR)

/-- For `0 < κ < μ`, `B ≠ 0` and a sequence of distances `R n` tending to infinity, the partial
sums of the inverted potential at eigenvalue `-μ²/2` tend to minus infinity. -/
theorem partial_sums_diverge (A : ℝ) {B μ κ : ℝ} (l : ℕ) (hκ : 0 < κ) (hκμ : κ < μ)
    (hB : B ≠ 0) {R : ℕ → ℝ} (hR : Tendsto R atTop atTop) :
    Tendsto (fun N : ℕ => ∑ n ∈ Finset.range N,
      invertedPotential (-μ ^ 2 / 2) l (hfTail A B μ κ) (R n)) atTop atBot :=
  (site_sum_diverges A l hκ hκμ hB (by rwa [Nat.cofinite_eq_atTop])).comp tendsto_finset_range

/-- For a single exponential `A exp(-μ r)` with `A ≠ 0` and eigenvalue `-μ²/2`, the inverted
potential at `r ≠ 0` times `r²` is `-l(l+1)/2`. -/
theorem invertedPotential_pure {A : ℝ} (μ κ : ℝ) (l : ℕ) (hA : A ≠ 0) {r : ℝ} (hr : r ≠ 0) :
    r ^ 2 * invertedPotential (-μ ^ 2 / 2) l (hfTail A 0 μ κ) r = -((l : ℝ) * (l + 1) / 2) := by
  have he : Real.exp (-μ * r) ≠ 0 := Real.exp_ne_zero _
  simp only [invertedPotential, deriv_deriv_hfTail, hfTail, mul_zero, zero_mul, add_zero]
  generalize Real.exp (-μ * r) = e at he ⊢
  field_simp
  ring

/-- For `0 < κ < μ` and `A ≠ 0`, the inverted potential at eigenvalue `-μ²/2` vanishes at infinity
exactly when the slower exponential is absent from the tail. -/
theorem vanishes_at_infinity_iff {A B μ κ : ℝ} (l : ℕ) (hκ : 0 < κ) (hκμ : κ < μ) (hA : A ≠ 0) :
    Tendsto (invertedPotential (-μ ^ 2 / 2) l (hfTail A B μ κ)) atTop (𝓝 0) ↔ B = 0 := by
  constructor
  · intro h
    by_contra hB
    have h0 := tendsto_nhds_unique h (invertedPotential_tendsto A l hκμ hB).2
    nlinarith
  · rintro rfl
    have hlim : Tendsto (fun r : ℝ => -((l : ℝ) * (l + 1) / 2) / r ^ 2) atTop (𝓝 0) :=
      (tendsto_pow_atTop two_ne_zero).const_div_atTop _
    refine hlim.congr' ?_
    filter_upwards [eventually_gt_atTop (0 : ℝ)] with r hr
    rw [← invertedPotential_pure μ κ l hA hr.ne', mul_div_cancel_left₀ _ (pow_ne_zero 2 hr.ne')]

end

end HartreeFockUnscreening
```

```lean
#print axioms HartreeFockUnscreening.radial_equation_iff
#print axioms HartreeFockUnscreening.partial_sums_diverge
#print axioms HartreeFockUnscreening.invertedPotential_pure
#print axioms HartreeFockUnscreening.vanishes_at_infinity_iff
```

```
'HartreeFockUnscreening.radial_equation_iff' depends on axioms: [propext, Classical.choice, Quot.sound]
'HartreeFockUnscreening.partial_sums_diverge' depends on axioms: [propext, Classical.choice, Quot.sound]
'HartreeFockUnscreening.invertedPotential_pure' depends on axioms: [propext, Classical.choice, Quot.sound]
'HartreeFockUnscreening.vanishes_at_infinity_iff' depends on axioms: [propext, Classical.choice, Quot.sound]
```

## An orbital that decays too slowly for its eigenvalue

A norm-conserving pseudopotential is commonly obtained by inverting a radial Schrödinger equation for a pseudo-orbital, and then unscreening: the potential due to the valence electrons is subtracted. In a local potential that vanishes at infinity, a bound orbital with eigenvalue $-\mu^2/2$ decays essentially as $e^{-\mu r}$. Hartree–Fock exchange is nonlocal and can mix in the slower decay of a higher occupied orbital. Here $\kappa$ stands for that slower decay constant and $B$ for the admixed amplitude.

Within this two-exponential model, and if the terms subtracted in unscreening vanish at infinity, every distant atom of a periodic solid contributes nearly the same negative constant to the summed pseudopotential. The Coulomb tail of an ordinary ionic pseudopotential also has a divergent lattice sum, but in a neutral solid the electrons' charge compensates it; that compensation does not remove a constant from each atom. A valence exchange term turned into a local potential by dividing by the orbital need not vanish at infinity, and subtracting it can change or cancel the constant.

The step from the model to a real atom is the assumed form of the tail. True Hartree–Fock tails also carry powers of $r$ and further exponentials. The site sum moreover treats the potential as one local function, whereas a pseudopotential usually acts separately on each angular momentum.

## Inverted potentials and sums over sites in Lean

In atomic units, with $u$ equal to $r$ times the radial wavefunction, the equation is
$$-\tfrac12u''+\left[\frac{l(l+1)}{2r^2}+V\right]u=\varepsilon u .$$
Where $r$ and $u(r)$ are nonzero, dividing by $u$ gives
$$V(r)=\varepsilon+\frac{u''(r)}{2u(r)}-\frac{l(l+1)}{2r^2}.$$
This is `invertedPotential ε l u r`, with $u''$ written as `deriv (deriv u)`. The theorem `radial_equation_iff` confirms that it is the only value of the potential solving the equation, which is stated there multiplied by $2r^2$.

The sites are labelled by an infinite type `ι`. The letter `R` denotes their distances, not a radial wavefunction. The hypothesis `Tendsto R cofinite atTop` says that only finitely many sites lie within any given distance, as in a three-dimensional lattice. Finite sets of sites are ordered by inclusion, so the conclusion of `site_sum_diverges` reads: for every bound $b$ there is a finite set of sites such that every finite set containing it has a sum of at most $b$. No order of summation is singled out. `partial_sums_diverge` is the version for a sequence of distances $R_n\to\infty$, summed over $n=0,\dots,N-1$.

A site may sit at $r=0$ or at a node of $u$, where Lean's division by zero returns a finite value of no physical meaning. This can affect only finitely many sites, and so not the divergence.

## The limit of the inverted potential

Differentiating the tail twice multiplies each exponential by its squared decay constant:
$$u''=\mu^2Ae^{-\mu r}+\kappa^2Be^{-\kappa r}.$$
In `deriv_deriv_hfTail`, one derivative is shown to give a tail of the same form with new amplitudes, and this rule is applied twice.

Now set $q=e^{-(\mu-\kappa)r}$, which tends to zero because $\kappa<\mu$. By `hfTail_factor`, $u=e^{-\kappa r}(Aq+B)$. The bracket tends to $B\neq0$, so $u$ has no zeros at large $r$. The same factor $e^{-\kappa r}$ comes out of $u''$ and cancels in the quotient:
$$\frac{u''}{2u}=\frac{\mu^2Aq+\kappa^2B}{2(Aq+B)}\longrightarrow\frac{\kappa^2}{2}.$$
The centrifugal term tends to zero, and adding $\varepsilon=-\mu^2/2$ gives
$$V(r)\longrightarrow c=\frac{\kappa^2-\mu^2}{2}.$$

The proof of `invertedPotential_tendsto` takes the same route: `hamp` gives the limits of the two brackets, `hcancel` removes the common exponential, and `hlim` assembles the terms. The condition $\kappa>0$ enters only afterwards, where together with $\kappa<\mu$ it makes $c$ negative.

## Many distant sites outweigh the exceptions

Write $f_i=V(R_i)$. Since $f_i$ tends to $c<0$, the set $F$ of sites with $f_i\ge c/2$ is finite. For any finite set $s$ containing $F$,
$$\sum_{i\in s}f_i=|s|\frac c2+\sum_{i\in s}\left(f_i-\frac c2\right)\le|s|\frac c2+K,\qquad K=\sum_{i\in F}\left(f_i-\frac c2\right),$$
because every site outside $F$ contributes a negative term to the second sum. The number $K$ is fixed, while $|s|c/2$ falls without bound as $s$ grows.

In `sum_tendsto_atBot`, a natural number $N\ge(K-b)/(-c/2)$ is chosen together with a set `t` of $N$ sites. Every `s` containing `F ∪ t` then has a sum of at most $b$: `hrest` bounds the terms outside `F`, `hcard` gives $|s|\ge N$, and `linarith` combines the inequalities. `site_sum_diverges` applies this lemma to the limit found above.

## One exponential at a time

For $B=0$ and $A\neq0$, the ratio $u''/(2u)$ is exactly $\mu^2/2$ and cancels the eigenvalue, leaving $V=-l(l+1)/(2r^2)$ for $r\neq0$. This is `invertedPotential_pure`, stated multiplied by $r^2$. Combined with the nonzero limit $c$ found above for $B\neq0$ and the uniqueness of limits, it gives `vanishes_at_infinity_iff`: for $A\neq0$, the inverted potential vanishes at infinity exactly when $B=0$. Since $c$ does not depend on $B$, a smaller nonzero $|B|$ does not reduce the limiting constant; it moves the distance at which the slower exponential takes over further out. Vanishing at infinity does not by itself make a lattice sum finite: for $l>0$, the potential $-l(l+1)/(2r^2)$ still sums to minus infinity over the sites of a three-dimensional lattice at $r\neq0$.

The simplest diverging case is $A=0$, $l=0$. Then $V=c$ at every distance, and the sum over $N$ sites is $Nc$.
